# Sum pooling with weights $M^x$ is injective on multisets with fewer than $M$ elements

## Neighbourhoods, labels and the pooled feature

A neighbourhood of an atom is described here only by the types of its neighbours, each type carrying a label $x\in\mathbb{N}=\{0,1,2,\dots\}$. Order is irrelevant and repetition counts, so a neighbourhood is a finite multiset $s$, with multiplicity $c_x(s)$ of label $x$ and size $|s|=\sum_x c_x(s)$. For a base $M\in\mathbb{N}$ the pooled feature is
$$P_M(s)=\sum_{x\in s} M^x ,$$
counted with multiplicity. For an ordered list $l=(a_1,\dots,a_n)$ of types with a labelling $\mathrm{code}$, set $L_M(l)=\sum_j M^{\mathrm{code}(a_j)}$.

The claim is that $P_M$ is injective on multisets with $|s|<M$, where $M-1$ stands for the largest coordination number admitted. Machine-learned interatomic potentials often sum features over neighbours; in the simplified model here, which keeps only discrete types, ignores geometry, and assumes bounded coordination and exact integer arithmetic, such a sum need not lose information.

## Multiplicities as base-$M$ digits

Let $S=\sum_{i<N}c_iM^i$ with all $c_i<M$, and let $x<N$. Splitting off the lowest term gives
$$S=c_0+MS',\qquad S'=\sum_{i<N-1}c_{i+1}M^i .$$
Since $c_0<M$, we have $S \bmod M=c_0$ and $\lfloor S/M\rfloor=S'$. For $x\ge1$, $\lfloor S/M^{x}\rfloor=\lfloor\lfloor S/M\rfloor/M^{x-1}\rfloor=\lfloor S'/M^{x-1}\rfloor$, and induction applied to the shifted coefficients gives $\lfloor S/M^x\rfloor \bmod M=c_x$.

Grouping equal labels gives $P_M(s)=\sum_{i<N}c_i(s)M^i$ for any $N$ exceeding all labels in $s$. Taking also $N>x$, and assuming every multiplicity is below $M$,
$$c_x(s)=\lfloor P_M(s)/M^x\rfloor \bmod M .$$
Equal features then force equal multiplicities, hence equal multisets. Because $c_x(s)\le|s|$, the size bound $|s|<M$ suffices.

The bound is sharp: $M\cdot M^x=M^{x+1}$, so $M$ copies of $x$ collide with one copy of $x+1$. For $M\ge1$ and $k\ge M$ both have size at most $k$, so injectivity on sizes up to $k$ holds exactly when $k<M$.

For lists, $L_M(l)$ is $P_M$ of the multiset of codes. With an injective code and lengths below $M$, equal features mean equal multisets of codes, hence of types, so the lists are permutations of each other; conversely a sum ignores order. A function $f$ that equals $\rho\circ L_M$ on such lists is therefore permutation invariant there. Conversely, for invariant $f$, define $\rho(n)=f(m)$ for any short list $m$ with $L_M(m)=n$; every short $l$ with that feature is a permutation of $m$, so $f(l)=\rho(L_M(l))$.

## The two features in Lean

```lean
import Mathlib

open Finset

namespace SumPooling
```

`pool M s` is $P_M(s)$ for `s : Multiset ℕ`, and `listPool M code l` is $L_M(l)$ for an arbitrary type `α` of atom types. Both are natural numbers of unbounded size, so rounding and overflow are not modelled.

```lean
/-- Pooled feature of a neighbourhood, given as a multiset of atom-type labels:
the sum of `M ^ x` over its elements `x`, counted with multiplicity. -/
def pool (M : ℕ) (s : Multiset ℕ) : ℕ := (s.map fun x => M ^ x).sum

/-- Pooled feature of an ordered list of neighbours whose types are labelled by `code`:
the sum of `M ^ code a` along the list. -/
def listPool {α : Type*} (M : ℕ) (code : α → ℕ) (l : List α) : ℕ :=
  (l.map fun a => M ^ code a).sum
```

## Digit extraction and decoding

On `ℕ`, `/` is floor division and `%` the remainder. In `digit_extract`, `split` is $S=c_0+MS'$. The induction on `x` generalises `c` and `N`, because the hypothesis is applied to the shifted coefficients `fun i => c (i + 1)`. The rewrite with `Nat.div_div_eq_div_mul` is the nested floor.

```lean
/-- If all coefficients `c i` are below `M`, the coefficient `c x` with `x < N` is the
base-`M` digit at position `x` of the sum of `c i * M ^ i` over `i < N`. -/
theorem digit_extract (M : ℕ) (c : ℕ → ℕ) (hc : ∀ i, c i < M) (x N : ℕ) (hx : x < N) :
    (∑ i ∈ range N, c i * M ^ i) / M ^ x % M = c x := by
  have hM : 0 < M := lt_of_le_of_lt (Nat.zero_le _) (hc 0)
  -- split off the lowest digit
  have split : ∀ (d : ℕ → ℕ) (n : ℕ), ∑ i ∈ range (n + 1), d i * M ^ i
      = d 0 + M * ∑ i ∈ range n, d (i + 1) * M ^ i := by
    intro d n
    rw [Finset.sum_range_succ', Finset.mul_sum, pow_zero, mul_one, add_comm]
    congr 1
    exact Finset.sum_congr rfl fun i _ => by ring
  induction x generalizing c N with
  | zero =>
    obtain ⟨n, rfl⟩ : ∃ n, N = n + 1 := ⟨N - 1, by omega⟩
    rw [split, pow_zero, Nat.div_one, Nat.add_mul_mod_self_left, Nat.mod_eq_of_lt (hc 0)]
  | succ x ih =>
    obtain ⟨n, rfl⟩ : ∃ n, N = n + 1 := ⟨N - 1, by omega⟩
    -- dividing by `M` shifts all digits down by one place
    rw [split, pow_succ', ← Nat.div_div_eq_div_mul, Nat.add_mul_div_left _ _ hM,
      Nat.div_eq_of_lt (hc 0), zero_add]
    exact ih (fun i => c (i + 1)) (fun i => hc (i + 1)) n (by omega)
```

`pool_eq_sum_count` groups equal labels, with `s.count i` for $c_i(s)$. The sum over labels present is extended to `range N` by `Finset.sum_subset`, since absent labels contribute zero.

```lean
/-- When all labels in the neighbourhood are below `N`, the pooled feature is the sum over
labels `i < N` of the multiplicity of `i` times `M ^ i`. -/
theorem pool_eq_sum_count (M N : ℕ) (s : Multiset ℕ) (hN : ∀ x ∈ s, x < N) :
    pool M s = ∑ i ∈ range N, s.count i * M ^ i := by
  unfold pool
  rw [Finset.sum_multiset_map_count]
  simp only [smul_eq_mul]
  apply Finset.sum_subset
  · intro x hx
    exact Finset.mem_range.mpr (hN x (Multiset.mem_toFinset.mp hx))
  · intro x _ hx
    have h0 : s.count x = 0 :=
      Multiset.count_eq_zero.mpr fun h => hx (Multiset.mem_toFinset.mpr h)
    rw [h0, zero_mul]
```

`count_eq_digit` is the decoding formula, with $N$ taken as `s.sup + x + 1`, where `s.sup` is the largest label, or $0$ for the empty multiset.

```lean
/-- If every label occurs fewer than `M` times, the multiplicity of label `x` is the
base-`M` digit at position `x` of the pooled feature. -/
theorem count_eq_digit (M : ℕ) (s : Multiset ℕ) (hs : ∀ i, s.count i < M) (x : ℕ) :
    pool M s / M ^ x % M = s.count x := by
  have hN : ∀ y ∈ s, y < s.sup + x + 1 := by
    intro y hy
    have : y ≤ s.sup := Multiset.le_sup hy
    omega
  rw [pool_eq_sum_count M (s.sup + x + 1) s hN]
  exact digit_extract M (fun i => s.count i) hs x _ (by omega)
```

## Injectivity and its sharp bound

`Set.InjOn (pool M) A` says that members of `A` with equal features are equal. `pool_injOn_count` compares multiplicities label by label.

```lean
/-- The pooled feature is injective on neighbourhoods in which every label occurs fewer
than `M` times. -/
theorem pool_injOn_count (M : ℕ) :
    Set.InjOn (pool M) {s : Multiset ℕ | ∀ i, s.count i < M} := by
  intro s hs t ht h
  -- both multiplicities are the same digit of the same number
  refine Multiset.ext.mpr fun x => ?_
  rw [← count_eq_digit M s hs x, ← count_eq_digit M t ht x, h]
```

`pool_injOn_card` is the main claim, obtained by restriction through `Multiset.count_le_card`. It needs no assumption $M\ge2$: the class is empty for $M=0$ and holds only the empty multiset for $M=1$.

```lean
/-- The pooled feature is injective on neighbourhoods with fewer than `M` elements. -/
theorem pool_injOn_card (M : ℕ) :
    Set.InjOn (pool M) {s : Multiset ℕ | Multiset.card s < M} := by
  refine (pool_injOn_count M).mono ?_
  intro s hs i
  exact lt_of_le_of_lt (Multiset.count_le_card i s) hs
```

`pool_collision` shows that the pair differs, because $x+1$ is not among the copies of $x$, and that the features agree.

```lean
/-- The neighbourhood of `M` atoms of label `x` differs from the neighbourhood of one atom
of label `x + 1`, yet both have the same pooled feature. -/
theorem pool_collision (M x : ℕ) :
    Multiset.replicate M x ≠ {x + 1} ∧
      pool M (Multiset.replicate M x) = pool M {x + 1} := by
  constructor
  · intro h
    have hmem : x + 1 ∈ Multiset.replicate M x := by
      rw [h]
      exact Multiset.mem_singleton_self _
    have := Multiset.eq_of_mem_replicate hmem
    omega
  · simp only [pool, Multiset.map_replicate, Multiset.sum_replicate, Multiset.map_singleton,
      Multiset.sum_singleton, smul_eq_mul]
    ring
```

`pool_injOn_iff` uses this pair at $x=0$. The hypothesis `0 < M` puts the singleton within the size bound; at $M=k=0$ the class is just the empty multiset, so injectivity holds while $k<M$ fails.

```lean
/-- For a positive base `M`, the pooled feature is injective on neighbourhoods with at most
`k` elements exactly when `k < M`. -/
theorem pool_injOn_iff (M k : ℕ) (hM : 0 < M) :
    Set.InjOn (pool M) {s : Multiset ℕ | Multiset.card s ≤ k} ↔ k < M := by
  constructor
  · intro h
    by_contra hk
    have hk' : M ≤ k := by omega
    -- the colliding pair lies inside the size bound
    have h1 : Multiset.card (Multiset.replicate M 0) ≤ k := by
      rw [Multiset.card_replicate]
      exact hk'
    have h2 : Multiset.card ({0 + 1} : Multiset ℕ) ≤ k := by
      rw [Multiset.card_singleton]
      omega
    exact (pool_collision M 0).1 (h h1 h2 (pool_collision M 0).2)
  · intro hk
    refine (pool_injOn_card M).mono ?_
    intro s hs
    exact lt_of_le_of_lt hs hk
```

## Ordered lists and invariant functions

`Function.Injective code` says that distinct atom types get distinct labels, and `l.Perm l'` that the lists are reorderings. In the proof, `key` identifies $L_M$ with $P_M$ of the codes, and `Multiset.map_injective` removes the code.

```lean
/-- With an injective labelling of atom types, two neighbour lists shorter than `M` have
the same pooled feature exactly when one is a reordering of the other. -/
theorem listPool_eq_iff_perm {α : Type*} (M : ℕ) (code : α → ℕ)
    (hcode : Function.Injective code) (l l' : List α)
    (hl : l.length < M) (hl' : l'.length < M) :
    listPool M code l = listPool M code l' ↔ l.Perm l' := by
  constructor
  · intro h
    -- pass to the multiset of labels
    have key : ∀ m : List α, listPool M code m = pool M (Multiset.map code (m : Multiset α)) := by
      intro m
      simp [listPool, pool, Function.comp_def]
    have hcard : ∀ m : List α, m.length < M →
        Multiset.card (Multiset.map code (m : Multiset α)) < M := by
      intro m hm
      rw [Multiset.card_map, Multiset.coe_card]
      exact hm
    rw [key, key] at h
    have h1 := pool_injOn_card M (hcard l hl) (hcard l' hl') h
    exact Multiset.coe_eq_coe.mp (Multiset.map_injective hcode h1)
  · intro h
    exact (h.map _).sum_eq
```

`factors_iff_perm_invariant` says that `f`, with values in any type `β`, equals `ρ (listPool M code l)` on lists shorter than `M` for some `ρ` exactly when it is invariant under reordering them. The readout picks a preimage by `h.choose` and returns `f []` on numbers that no short list reaches. It is an arbitrary function: nothing is said about continuity, learnability, or lists of length $M$ and above.

```lean
/-- With an injective labelling of atom types, a function `f` of neighbour lists agrees on
lists shorter than `M` with some readout `ρ` of the pooled feature exactly when `f` is
invariant under reordering of such lists. -/
theorem factors_iff_perm_invariant {α β : Type*} (M : ℕ) (code : α → ℕ)
    (hcode : Function.Injective code) (f : List α → β) :
    (∃ ρ : ℕ → β, ∀ l : List α, l.length < M → f l = ρ (listPool M code l)) ↔
      ∀ l l' : List α, l.length < M → l.Perm l' → f l = f l' := by
  classical
  constructor
  · rintro ⟨ρ, hρ⟩ l l' hl hp
    have hl' : l'.length < M := by
      rw [← hp.length_eq]
      exact hl
    rw [hρ l hl, hρ l' hl', (listPool_eq_iff_perm M code hcode l l' hl hl').mpr hp]
  · intro hf
    -- the readout evaluates `f` on any short list with the given pooled feature
    refine ⟨fun n => if h : ∃ m : List α, m.length < M ∧ listPool M code m = n
      then f h.choose else f [], ?_⟩
    intro l hl
    have hex : ∃ m : List α, m.length < M ∧ listPool M code m = listPool M code l :=
      ⟨l, hl, rfl⟩
    have hsp := hex.choose_spec
    have hp : l.Perm hex.choose :=
      (listPool_eq_iff_perm M code hcode l _ hl hsp.1).mp hsp.2.symm
    simp only [dif_pos hex]
    exact hf l _ hl hp

end SumPooling
```

```lean
#print axioms SumPooling.pool_injOn_card
#print axioms SumPooling.pool_injOn_iff
#print axioms SumPooling.factors_iff_perm_invariant
```

```
'SumPooling.pool_injOn_card' depends on axioms: [propext, Classical.choice, Quot.sound]
'SumPooling.pool_injOn_iff' depends on axioms: [propext, Classical.choice, Quot.sound]
'SumPooling.factors_iff_perm_invariant' depends on axioms: [propext, Classical.choice, Quot.sound]
```

## Real weights $M^{-x}$

For $M\ge2$, an alternative model takes the real feature $Q_M(s)=\sum_{x\in s}M^{-x}$, which is bounded by $|s|$ whereas $P_M$ grows exponentially with the label. This variant is only sketched here, not formalised. Multiplicities below $M$ would be read as $\lfloor Q_M(s)M^x\rfloor \bmod M$, and the induction would give way to a geometric estimate showing that labels above $x$ contribute less than $1$. The collision would reverse, $M$ copies of $x+1$ matching one copy of $x$, and the need for many digits would reappear as a need for fine resolution.
